# Only the identity permutation of finitely many particles reverses no pair

The lemma concerns `n` particles labelled in order, with `n` any natural number, and a permutation `σ` of their labels. An inversion is a pair of labels `i < k` with `σ k < σ i`, and the lemma says that the number of inversions is zero exactly when `σ` is the identity. It is a purely combinatorial statement, involving no wavefunction, particle statistics or Hamiltonian. For the forward direction, the attempt shows that a permutation without inversions is strictly increasing, then tries to identify it with the identity because both maps have the same range. For the converse, it notes that the identity cannot reverse a pair.

In Lean, a first try:

```lean
import Mathlib

open Equiv

namespace QuonOverlap

noncomputable section

/-- The number of pairs of particles whose order is reversed by the permutation `σ`. -/
def inversions {n : ℕ} (σ : Perm (Fin n)) : ℕ :=
  (Finset.univ.filter fun x : Fin n × Fin n => x.1 < x.2 ∧ σ x.2 < σ x.1).card

/-- Only the identity permutation has no inversions. -/
theorem inversions_eq_zero_iff {n : ℕ} (σ : Perm (Fin n)) : inversions σ = 0 ↔ σ = 1 := by
  rw [inversions, Finset.card_eq_zero, Finset.filter_eq_empty_iff]
  constructor
  · intro h
    have hm : StrictMono σ := fun i k hik =>
      lt_of_le_of_ne (not_lt.mp fun hl => h (Finset.mem_univ (i, k)) ⟨hik, hl⟩)
        (fun he => hik.ne (σ.injective he))
    exact Equiv.ext (congrFun (Fin.strictMono_unique hm strictMono_id
      (by simp [σ.surjective.range_eq])))
  · rintro rfl x - ⟨h1, h2⟩
    exact lt_asymm h1 h2

end

end QuonOverlap
```

The compiler's answer:

```
Main.lean:21:31: error(lean.unknownIdentifier): Unknown constant `Fin.strictMono_unique`
```

What went wrong. The message says that Lean found no constant called `Fin.strictMono_unique` in this environment. The attempt relied on that name for the step from "strictly increasing with the same range as the identity" to "equal to the identity", so the forward direction could not be completed.

The repair proves this step without the missing constant. The new `hs` shows that the inverse `σ.symm` is strictly increasing too, by applying `hm.lt_iff_lt` to the labels `σ.symm i` and `σ.symm k`. A strictly increasing map of `Fin n` to itself never lowers a label, which is what `le_apply` supplies. For `σ` this gives `i ≤ σ i`. For the inverse it gives `i ≤ σ.symm i`, and applying the monotone map `σ` to both sides yields `σ i ≤ i` after simplification. `le_antisymm` combines the two inequalities into `σ i = i`, and `Equiv.ext` turns equality at every label into equality of permutations. The range argument is no longer needed, and the added comment only explains the idea.

The repair, with which the file compiles:

```diff
@@ -19,6 +19,9 @@
       lt_of_le_of_ne (not_lt.mp fun hl => h (Finset.mem_univ (i, k)) ⟨hik, hl⟩)
         (fun he => hik.ne (σ.injective he))
-    exact Equiv.ext (congrFun (Fin.strictMono_unique hm strictMono_id
-      (by simp [σ.surjective.range_eq])))
+    have hs : StrictMono σ.symm := fun i k hik => hm.lt_iff_lt.mp (by simpa using hik)
+    -- an increasing map of a finite chain never lowers a place, and neither does its inverse
+    exact Equiv.ext fun i => le_antisymm
+      (by simpa using hm.monotone (hs.le_apply (x := i)))
+      (show i ≤ σ i from hm.le_apply)
   · rintro rfl x - ⟨h1, h2⟩
     exact lt_asymm h1 h2
```
